# The nine plane waves on the joint orientations of two three-fold rotors are linearly independent

Two rotors with three discrete orientations each have nine joint orientations x = (x₁, x₂), and the plane wave with wave numbers k = (k₁, k₂) takes the value exp(2πi(k₁x₁ + k₂x₂)/3) there. The theorem `wave_linearIndependent` states that the nine such waves are linearly independent over the complex numbers. They are unnormalised, with squared norm 9, so dividing each by 3 would give unit vectors; no Hamiltonian enters. The proof takes a linear combination that vanishes and projects it on the wave `k`, where orthogonality should leave 9 times the coefficient `g k` equal to zero.

Lean 4 with Mathlib refuses this proof:

```lean
import Mathlib

open Polynomial ComplexConjugate

namespace WaveLinearIndependent

noncomputable section

/-- The nine joint orientations of two three-fold rotors. -/
abbrev Site := ZMod 3 × ZMod 3

/-- The phase factor `exp(2πia/3)` attached to a residue `a` modulo 3. -/
abbrev phase : AddChar (ZMod 3) ℂ := ZMod.stdAddChar

/-- The plane wave with wave numbers `k` for the two rotors. -/
def wave (k x : Site) : ℂ := phase (k.1 * x.1 + k.2 * x.2)

/-- Different plane waves are orthogonal, and each has squared norm 9. -/
theorem wave_orthogonal (k l : Site) :
    ∑ x, conj (wave k x) * wave l x = if k = l then 9 else 0 := by
  have hx : ∀ x : Site, conj (wave k x) * wave l x
      = phase (x.1 * (l.1 - k.1)) * phase (x.2 * (l.2 - k.2)) := by
    intro x
    rw [wave, wave, ← AddChar.map_neg_eq_conj, ← AddChar.map_add_eq_mul,
      ← AddChar.map_add_eq_mul]
    congr 1
    ring
  have hs : ∀ q : ZMod 3, ∑ x : ZMod 3, phase (x * q) = if q = 0 then 3 else 0 := fun q =>
    (AddChar.sum_mulShift q (ZMod.isPrimitive_stdAddChar 3)).trans (by simp [ZMod.card])
  -- the double sum factorises into one sum for each rotor
  simp only [hx, Fintype.sum_prod_type, ← Finset.mul_sum, ← Finset.sum_mul, hs]
  simp only [sub_eq_zero, Prod.ext_iff, eq_comm (a := l.1), eq_comm (a := l.2)]
  by_cases h1 : k.1 = l.1 <;> by_cases h2 : k.2 = l.2 <;> norm_num [h1, h2]

/-- The nine plane waves are linearly independent. -/
theorem wave_linearIndependent : LinearIndependent ℂ wave := by
  rw [Fintype.linearIndependent_iff]
  intro g hg k
  -- project the vanishing combination on the wave `k`
  have h : ∑ x, conj (wave k x) * (∑ l, g l • wave l) x = 0 := by simp [hg]
  simp only [Finset.sum_apply, Pi.smul_apply, smul_eq_mul, Finset.mul_sum] at h
  rw [Finset.sum_comm] at h
  have h2 : ∀ l, ∑ x, conj (wave k x) * (g l * wave l x) = g l * (if k = l then 9 else 0) := by
    intro l
    rw [← wave_orthogonal k l, Finset.mul_sum]
    exact Finset.sum_congr rfl fun x _ => by ring
  simp only [h2] at h
  simpa using h

end

end WaveLinearIndependent
```

Messages:

```
Main.lean:40:63: error: unsolved goals
g : Site → ℂ
hg : ∑ i, g i • wave i = 0
k : Site
⊢ ∑ x, (starRingEnd ℂ) (wave k x) * ∑ x_1, g x_1 * wave x_1 x = 0
Main.lean:40:72: warning: This simp argument is unused:
  hg

Hint: Omit it from the simp argument list.
  [apply] simp

Note: This linter can be disabled with `set_option linter.unusedSimpArgs false`
```

Diagnosis. The error is in the step `h`, which says that the projection of the vanishing combination is zero. The hypothesis `hg` says that the sum `∑ i, g i • wave i` is zero as a function, and in `h` this function is evaluated at `x`. The goal left by `simp [hg]` shows that `simp` moved the evaluation inside the sum and turned the scalar action into a product, giving `∑ x_1, g x_1 * wave x_1 x`. That is a sum of numbers, in which the left side of `hg` no longer occurs, so the goal could not be closed. The warning that `hg` is unused has the same cause, and following its hint to omit `hg` would not prove the step.

The repair calls `rw [hg]` first, while the sum of functions is still intact. The rewrite is possible under the outer sum because that function does not depend on `x`. What remains is a sum of products with the zero function evaluated at `x`, which `simp` reduces to zero.

The repair, with which the file compiles:

```diff
@@ -38,5 +38,7 @@
   intro g hg k
   -- project the vanishing combination on the wave `k`
-  have h : ∑ x, conj (wave k x) * (∑ l, g l • wave l) x = 0 := by simp [hg]
+  have h : ∑ x, conj (wave k x) * (∑ l, g l • wave l) x = 0 := by
+    rw [hg]
+    simp
   simp only [Finset.sum_apply, Pi.smul_apply, smul_eq_mul, Finset.mul_sum] at h
   rw [Finset.sum_comm] at h
```
